# The form factor of a finite-range radial density error vanishes at least as fast as \(G^2\) at small \(G\) exactly when the error carries no net charge

## Density error, moments and form factor

Let \(\delta n(r)\) be a spherical density error: the difference between an approximate and a reference density, as a function of the radius \(r\). It is continuous on \([0,R]\), with \(R\ge 0\), and taken to be zero beyond \(R\). Its radial moments and its form factor at wave number \(G\) are

\[
m_k=\int_0^R r^k\,\delta n(r)\,dr,\qquad
\delta F(G)=\int_0^R r^2\,\mathrm{sinc}(Gr)\,\delta n(r)\,dr,
\]

where \(\mathrm{sinc}\,x=\sin x/x\) for \(x\neq0\) and \(\mathrm{sinc}\,0=1\). We also need the absolute sixth moment

\[
M_6=\int_0^R r^6\,|\delta n(r)|\,dr .
\]

The factor \(4\pi\) from the angular integral is left out. The total error charge is therefore \(4\pi m_2\), and the three-dimensional Fourier transform of the error, \(\int\delta n(|\mathbf r|)\,e^{-i\mathbf G\cdot\mathbf r}\,d^3r\) with \(|\mathbf G|=G\), is \(4\pi\,\delta F(G)\). Charge conservation means \(m_2=0\).

In an ultrasoft-pseudopotential calculation, \(\delta n\) can stand for the spherical part of the change made when an augmentation charge is smoothed inside a sphere. For that part alone, the results below say how large the change is at long wavelengths.

## The bound and the order in \(G\)

For every real \(G\),

\[
\left|\delta F(G)-m_2+\frac{G^2m_4}{6}\right|\le\frac{G^4}{120}\,M_6 .
\]

Three statements about small \(G\) follow:

- \(\delta F(G)\to m_2\) as \(G\to0\), so a charge error survives at order \(G^0\), however smooth the density is.
- \(\delta F(G)=O(G^2)\) near \(G=0\) if and only if \(m_2=0\).
- If \(m_2=0\), then \(\delta F(G)/G^2\to-m_4/6\).

Here \(O(G^2)\), or "of order \(G^2\)" in the Lean comments, is an upper bound. If \(m_4=0\) as well as \(m_2=0\), the main bound gives the faster decay \(\delta F(G)=O(G^4)\).

## Derivation from the cosine inequality

Start from \(\cos x\ge1-x^2/2\) and integrate from \(0\) to \(x\ge0\) three times:

\[
\sin x\ge x-\frac{x^3}{6},\qquad
\cos x\le1-\frac{x^2}{2}+\frac{x^4}{24},\qquad
\sin x\le x-\frac{x^3}{6}+\frac{x^5}{120}.
\]

Dividing the first and last inequalities by \(x>0\) gives

\[
0\le\mathrm{sinc}\,x-1+\frac{x^2}{6}\le\frac{x^4}{120}.
\]

At \(x=0\) all three members vanish, and each is even in \(x\), so the inequality holds for all real \(x\).

By linearity of the integral,

\[
\delta F(G)-m_2+\frac{G^2m_4}{6}
=\int_0^R r^2\left[\mathrm{sinc}(Gr)-1+\frac{(Gr)^2}{6}\right]\delta n(r)\,dr .
\]

The absolute value of the integrand is at most \(r^2\,(Gr)^4\,|\delta n(r)|/120=G^4r^6|\delta n(r)|/120\). Integrating this gives the bound.

The triangle inequality then yields

\[
|\delta F(G)-m_2|\le\frac{G^2|m_4|}{6}+\frac{G^4M_6}{120},
\]

whose right side tends to zero with \(G\). This is the first limit. If \(m_2=0\) and \(|G|<1\), then \(G^4\le G^2\), and so \(|\delta F(G)|\le(|m_4|/6+M_6/120)\,G^2\). Conversely, if \(\delta F(G)=O(G^2)\), then \(\delta F(G)\to0\); since it also tends to \(m_2\), we have \(m_2=0\). Finally, with \(m_2=0\), dividing the main bound by \(G^2\neq0\) gives

\[
\left|\frac{\delta F(G)}{G^2}+\frac{m_4}{6}\right|\le\frac{G^2M_6}{120}\to0 .
\]

## A neutral error that is truly quadratic

Take \(\delta n(r)=3-4r\) on \([0,1]\). Then

\[
m_2=1-1=0,\qquad m_4=\frac35-\frac23=-\frac1{15},\qquad
\frac{\delta F(G)}{G^2}\to\frac1{90}.
\]

The limit is not zero, so charge conservation alone guarantees no order better than \(G^2\).

## The statement in Lean

The density error is a function `dn : ℝ → ℝ`, of which only the values on \([0,R]\) enter. `moment dn R k` is \(m_k\), `formFactor dn R G` is \(\delta F(G)\), and `moment (fun r => |dn r|) R 6` is \(M_6\). The hypotheses are `0 ≤ R` and `ContinuousOn dn (Set.Icc 0 R)`. A jump to zero at \(r=R\) is allowed, as in the example.

The bound holds for every real `G`, although a physical wave number is nonnegative. The theorem `formFactor_eq_sin` recovers the textbook integrand with \(\sin(Gr)/(Gr)\) when \(G\neq0\). In the limits, `𝓝 0` is a full neighbourhood of zero, while `𝓝[≠] 0` leaves out \(G=0\), where the quotient by \(G^2\) has no meaning.

The model covers one spherical density on a finite interval. Higher angular momenta, tails reaching to infinity and the resulting errors in energies are not treated.

## The complete file

```lean
import Mathlib

open MeasureTheory Filter Topology Asymptotics

namespace FormFactorError

noncomputable section

/-- The radial moment `m_k = ∫ r^k dn(r) dr` over `[0, R]`. -/
def moment (dn : ℝ → ℝ) (R : ℝ) (k : ℕ) : ℝ :=
  ∫ r in (0 : ℝ)..R, r ^ k * dn r

/-- The spherical form factor of a radial density error `dn` at wave number `G`,
with `sinc x = sin x / x` continued by `sinc 0 = 1`. -/
def formFactor (dn : ℝ → ℝ) (R G : ℝ) : ℝ :=
  ∫ r in (0 : ℝ)..R, r ^ 2 * Real.sinc (G * r) * dn r

/-- At nonzero wave number the form factor is the integral of
`r² dn(r) sin(Gr)/(Gr)`. -/
theorem formFactor_eq_sin (dn : ℝ → ℝ) (R : ℝ) {G : ℝ} (hG : G ≠ 0) :
    formFactor dn R G
      = ∫ r in (0 : ℝ)..R, r ^ 2 * dn r * (Real.sin (G * r) / (G * r)) := by
  unfold formFactor
  refine intervalIntegral.integral_congr fun r _ => ?_
  by_cases h : r = 0
  · simp [h]
  · simp only [Real.sinc_of_ne_zero (mul_ne_zero hG h)]
    ring

/-- A function differentiable on the whole real line that vanishes at the origin and has a
nonnegative derivative at every `x ≥ 0` is nonnegative for `x ≥ 0`. -/
lemma nonneg_of_deriv {f f' : ℝ → ℝ} (hf : ∀ x, HasDerivAt f (f' x) x)
    (h0 : f 0 = 0) (h : ∀ x, 0 ≤ x → 0 ≤ f' x) (x : ℝ) (hx : 0 ≤ x) : 0 ≤ f x := by
  have hm : MonotoneOn f (Set.Ici 0) := by
    refine monotoneOn_of_deriv_nonneg (convex_Ici 0)
      (fun y _ => (hf y).continuousAt.continuousWithinAt)
      (fun y _ => (hf y).differentiableAt.differentiableWithinAt) (fun y hy => ?_)
    rw [(hf y).deriv]
    exact h y (interior_subset hy)
  have h1 := hm (Set.mem_Ici.mpr le_rfl) (Set.mem_Ici.mpr hx) hx
  rwa [h0] at h1

/-- The remainder of `sinc x` after its quadratic term lies between `0` and `x⁴/120`. -/
theorem sinc_remainder (x : ℝ) :
    0 ≤ Real.sinc x - 1 + x ^ 2 / 6 ∧ Real.sinc x - 1 + x ^ 2 / 6 ≤ x ^ 4 / 120 := by
  -- integrate the cosine bound three times
  have s1 := nonneg_of_deriv (f := fun x => Real.sin x - x + x ^ 3 / 6)
    (f' := fun x => Real.cos x - 1 + x ^ 2 / 2)
    (fun x => (((Real.hasDerivAt_sin x).fun_sub (hasDerivAt_id' x)).fun_add
      ((hasDerivAt_pow 3 x).div_const 6)).congr_deriv (by norm_num; ring))
    (by simp) (fun x _ => by linarith [Real.one_sub_sq_div_two_le_cos (x := x)])
  have c2 := nonneg_of_deriv (f := fun x => 1 - x ^ 2 / 2 + x ^ 4 / 24 - Real.cos x)
    (f' := fun x => Real.sin x - x + x ^ 3 / 6)
    (fun x => ((((hasDerivAt_const x (1 : ℝ)).fun_sub
      ((hasDerivAt_pow 2 x).div_const 2)).fun_add
      ((hasDerivAt_pow 4 x).div_const 24)).fun_sub
      (Real.hasDerivAt_cos x)).congr_deriv (by norm_num; ring))
    (by simp) s1
  have s2 := nonneg_of_deriv (f := fun x => x - x ^ 3 / 6 + x ^ 5 / 120 - Real.sin x)
    (f' := fun x => 1 - x ^ 2 / 2 + x ^ 4 / 24 - Real.cos x)
    (fun x => ((((hasDerivAt_id' x).fun_sub
      ((hasDerivAt_pow 3 x).div_const 6)).fun_add
      ((hasDerivAt_pow 5 x).div_const 120)).fun_sub
      (Real.hasDerivAt_sin x)).congr_deriv (by norm_num; ring))
    (by simp) c2
  have key : ∀ y : ℝ, 0 ≤ y →
      0 ≤ Real.sinc y - 1 + y ^ 2 / 6 ∧
        Real.sinc y - 1 + y ^ 2 / 6 ≤ y ^ 4 / 120 := by
    intro y hy
    rcases hy.eq_or_lt with rfl | hpos
    · simp
    · have hne : y ≠ 0 := hpos.ne'
      have a := div_nonneg (s1 y hy) hy
      have b := div_nonneg (s2 y hy) hy
      have ea : (Real.sin y - y + y ^ 3 / 6) / y
          = Real.sin y / y - 1 + y ^ 2 / 6 := by field_simp
      have eb : (y - y ^ 3 / 6 + y ^ 5 / 120 - Real.sin y) / y
          = 1 - y ^ 2 / 6 + y ^ 4 / 120 - Real.sin y / y := by field_simp
      rw [Real.sinc_of_ne_zero hne]
      constructor
      · linarith
      · linarith
  -- both sides are even in x
  rcases le_total 0 x with hx | hx
  · exact key x hx
  · have h := key (-x) (by linarith)
    rwa [Real.sinc_neg, show (-x) ^ 2 = x ^ 2 by ring,
      show (-x) ^ 4 = x ^ 4 by ring] at h

/-- A continuous weight times a density continuous on `[0, R]` is integrable there. -/
lemma integrable_weight {dn g : ℝ → ℝ} {R : ℝ} (hR : 0 ≤ R)
    (hn : ContinuousOn dn (Set.Icc 0 R)) (hg : Continuous g) :
    IntervalIntegrable (fun r => g r * dn r) volume 0 R := by
  apply ContinuousOn.intervalIntegrable
  rw [Set.uIcc_of_le hR]
  exact hg.continuousOn.mul hn

variable {dn : ℝ → ℝ} {R : ℝ}

/-- For a density error continuous on `[0, R]`, the form factor equals `m₂ - G² m₄/6`
up to an error of at most `G⁴/120` times the sixth moment of `|dn|`. -/
theorem formFactor_moment_bound (hR : 0 ≤ R) (hn : ContinuousOn dn (Set.Icc 0 R))
    (G : ℝ) :
    |formFactor dn R G - moment dn R 2 + G ^ 2 * moment dn R 4 / 6|
      ≤ G ^ 4 / 120 * moment (fun r => |dn r|) R 6 := by
  have hs : Continuous fun r : ℝ => Real.sinc (G * r) :=
    Real.continuous_sinc.comp (continuous_const.mul continuous_id)
  have h1 := integrable_weight hR hn ((continuous_pow 2).mul hs)
  have h2 := integrable_weight hR hn (continuous_pow 2)
  have h4 := integrable_weight hR hn (continuous_pow 4)
  have h6 := integrable_weight hR hn.abs (continuous_pow 6)
  have hw := integrable_weight hR hn ((continuous_pow 2).mul
    ((hs.sub continuous_const).add
      (((continuous_const.mul continuous_id).pow 2).div_const 6)) :
    Continuous fun r : ℝ => r ^ 2 * (Real.sinc (G * r) - 1 + (G * r) ^ 2 / 6))
  -- collect the three integrals into one
  have e1 : ∫ r in (0 : ℝ)..R, (r ^ 2 * Real.sinc (G * r) * dn r - r ^ 2 * dn r)
      = formFactor dn R G - moment dn R 2 := intervalIntegral.integral_sub h1 h2
  have e2 : ∫ r in (0 : ℝ)..R, ((r ^ 2 * Real.sinc (G * r) * dn r - r ^ 2 * dn r)
        + G ^ 2 / 6 * (r ^ 4 * dn r))
      = (∫ r in (0 : ℝ)..R, (r ^ 2 * Real.sinc (G * r) * dn r - r ^ 2 * dn r))
        + ∫ r in (0 : ℝ)..R, G ^ 2 / 6 * (r ^ 4 * dn r) :=
    intervalIntegral.integral_add (h1.sub h2) (h4.const_mul _)
  have e3 : ∫ r in (0 : ℝ)..R, G ^ 2 / 6 * (r ^ 4 * dn r)
      = G ^ 2 / 6 * moment dn R 4 := intervalIntegral.integral_const_mul _ _
  have e : formFactor dn R G - moment dn R 2 + G ^ 2 * moment dn R 4 / 6
      = ∫ r in (0 : ℝ)..R,
          r ^ 2 * (Real.sinc (G * r) - 1 + (G * r) ^ 2 / 6) * dn r := by
    rw [e1, e3] at e2
    calc _ = formFactor dn R G - moment dn R 2 + G ^ 2 / 6 * moment dn R 4 := by ring
      _ = _ := e2.symm
      _ = _ := by
        congr 1
        funext r
        ring
  have e6 : ∫ r in (0 : ℝ)..R, G ^ 4 / 120 * (r ^ 6 * |dn r|)
      = G ^ 4 / 120 * moment (fun r => |dn r|) R 6 :=
    intervalIntegral.integral_const_mul _ _
  rw [e, ← e6]
  refine (intervalIntegral.abs_integral_le_integral_abs hR).trans
    (intervalIntegral.integral_mono_on hR hw.abs (h6.const_mul _) fun r _ => ?_)
  -- pointwise bound on the remainder
  obtain ⟨hl, hu⟩ := sinc_remainder (G * r)
  rw [abs_mul, abs_of_nonneg (mul_nonneg (sq_nonneg r) hl)]
  calc _ ≤ r ^ 2 * ((G * r) ^ 4 / 120) * |dn r| :=
        mul_le_mul_of_nonneg_right
          (mul_le_mul_of_nonneg_left hu (sq_nonneg r)) (abs_nonneg _)
    _ = _ := by ring

/-- For a density error continuous on `[0, R]`, the form factor differs from `m₂` by at
most `G² |m₄|/6` plus `G⁴/120` times the sixth moment of `|dn|`. -/
lemma formFactor_sub_charge_le (hR : 0 ≤ R) (hn : ContinuousOn dn (Set.Icc 0 R))
    (G : ℝ) :
    |formFactor dn R G - moment dn R 2|
      ≤ G ^ 2 * |moment dn R 4| / 6 + G ^ 4 / 120 * moment (fun r => |dn r|) R 6 := by
  obtain ⟨hl, hu⟩ := abs_le.mp (formFactor_moment_bound hR hn G)
  have a := mul_le_mul_of_nonneg_left (le_abs_self (moment dn R 4)) (sq_nonneg G)
  have b := mul_le_mul_of_nonneg_left (neg_abs_le (moment dn R 4)) (sq_nonneg G)
  rw [abs_le]
  constructor <;> linarith

/-- For a density error continuous on `[0, R]`, the form factor tends to `m₂`
as `G → 0`. -/
theorem formFactor_tendsto_charge (hR : 0 ≤ R) (hn : ContinuousOn dn (Set.Icc 0 R)) :
    Tendsto (formFactor dn R) (𝓝 0) (𝓝 (moment dn R 2)) := by
  rw [tendsto_iff_norm_sub_tendsto_zero]
  refine squeeze_zero (fun _ => norm_nonneg _)
    (fun G => formFactor_sub_charge_le hR hn G) ?_
  have hc : Continuous fun G : ℝ => G ^ 2 * |moment dn R 4| / 6
      + G ^ 4 / 120 * moment (fun r => |dn r|) R 6 := by fun_prop
  exact hc.tendsto' 0 0 (by simp)

/-- For a density error continuous on `[0, R]`, the form factor is of order `G²` near
`G = 0` exactly when `m₂ = 0`, that is, when charge is conserved. -/
theorem formFactor_isBigO_sq_iff (hR : 0 ≤ R) (hn : ContinuousOn dn (Set.Icc 0 R)) :
    (formFactor dn R) =O[𝓝 0] (fun G : ℝ => G ^ 2) ↔ moment dn R 2 = 0 := by
  constructor
  · intro h
    have h0 : Tendsto (fun G : ℝ => G ^ 2) (𝓝 0) (𝓝 0) :=
      (continuous_pow 2).tendsto' 0 0 (by simp)
    exact tendsto_nhds_unique (formFactor_tendsto_charge hR hn) (h.trans_tendsto h0)
  · intro h
    have hK : 0 ≤ moment (fun r => |dn r|) R 6 :=
      intervalIntegral.integral_nonneg hR fun r _ => by positivity
    refine IsBigO.of_bound
      (|moment dn R 4| / 6 + moment (fun r => |dn r|) R 6 / 120) ?_
    filter_upwards [Metric.ball_mem_nhds (0 : ℝ) one_pos] with G hG
    have hG1 : |G| < 1 := by simpa [Real.dist_eq] using hG
    have hG2 : G ^ 2 ≤ 1 := by
      rw [← sq_abs]
      exact pow_le_one₀ (abs_nonneg G) hG1.le
    have hb := formFactor_sub_charge_le hR hn G
    rw [h, sub_zero] at hb
    have hq := mul_le_mul_of_nonneg_left hG2 (mul_nonneg (sq_nonneg G) hK)
    rw [Real.norm_eq_abs, Real.norm_eq_abs, abs_of_nonneg (sq_nonneg G)]
    linarith

/-- If a density error continuous on `[0, R]` has `m₂ = 0`, then its form factor divided
by `G²` tends to `-m₄/6` as `G → 0`. -/
theorem formFactor_div_sq_tendsto (hR : 0 ≤ R) (hn : ContinuousOn dn (Set.Icc 0 R))
    (h : moment dn R 2 = 0) :
    Tendsto (fun G => formFactor dn R G / G ^ 2) (𝓝[≠] 0)
      (𝓝 (-moment dn R 4 / 6)) := by
  rw [tendsto_iff_norm_sub_tendsto_zero]
  have hc : Continuous fun G : ℝ => G ^ 2 / 120 * moment (fun r => |dn r|) R 6 := by
    fun_prop
  refine squeeze_zero' (Eventually.of_forall fun _ => norm_nonneg _) ?_
    ((hc.tendsto' 0 0 (by simp)).mono_left nhdsWithin_le_nhds)
  filter_upwards [self_mem_nhdsWithin] with G hG
  have hG0 : G ≠ 0 := hG
  have hp : 0 < G ^ 2 := by positivity
  have hb := formFactor_moment_bound hR hn G
  rw [h, sub_zero] at hb
  have e : formFactor dn R G / G ^ 2 - -moment dn R 4 / 6
      = (formFactor dn R G + G ^ 2 * moment dn R 4 / 6) / G ^ 2 := by
    field_simp
    ring
  rw [Real.norm_eq_abs, e, abs_div, abs_of_pos hp, div_le_iff₀ hp]
  calc _ ≤ _ := hb
    _ = _ := by ring

/-- The density error `3 - 4r` on `[0, 1]` has `m₂ = 0`, and its form factor divided by
`G²` tends to `1/90` as `G → 0`. -/
theorem quadratic_order_sharp :
    moment (fun r => 3 - 4 * r) 1 2 = 0 ∧
      Tendsto (fun G => formFactor (fun r => 3 - 4 * r) 1 G / G ^ 2) (𝓝[≠] 0)
        (𝓝 (1 / 90)) := by
  have hn : Continuous fun r : ℝ => 3 - 4 * r := by fun_prop
  have m2 : moment (fun r => 3 - 4 * r) 1 2 = 0 := by
    unfold moment
    have hc : Continuous fun r : ℝ => r ^ 2 * (3 - 4 * r) := by fun_prop
    refine (intervalIntegral.integral_eq_sub_of_hasDerivAt
      (f := fun r : ℝ => r ^ 3 - r ^ 4) (f' := fun r : ℝ => r ^ 2 * (3 - 4 * r))
      (fun x _ => ((hasDerivAt_pow 3 x).fun_sub (hasDerivAt_pow 4 x)).congr_deriv
        (by norm_num; ring))
      (hc.intervalIntegrable 0 1)).trans ?_
    norm_num
  have m4 : moment (fun r => 3 - 4 * r) 1 4 = -1 / 15 := by
    unfold moment
    have hc : Continuous fun r : ℝ => r ^ 4 * (3 - 4 * r) := by fun_prop
    refine (intervalIntegral.integral_eq_sub_of_hasDerivAt
      (f := fun r : ℝ => 3 / 5 * r ^ 5 - 2 / 3 * r ^ 6)
      (f' := fun r : ℝ => r ^ 4 * (3 - 4 * r))
      (fun x _ => (((hasDerivAt_pow 5 x).const_mul (3 / 5)).fun_sub
        ((hasDerivAt_pow 6 x).const_mul (2 / 3))).congr_deriv (by norm_num; ring))
      (hc.intervalIntegrable 0 1)).trans ?_
    norm_num
  refine ⟨m2, ?_⟩
  have ht := formFactor_div_sq_tendsto zero_le_one hn.continuousOn m2
  rw [m4] at ht
  rwa [show (1 / 90 : ℝ) = -(-1 / 15) / 6 by norm_num]

end

end FormFactorError
```

```lean
#print axioms FormFactorError.formFactor_eq_sin
#print axioms FormFactorError.formFactor_isBigO_sq_iff
#print axioms FormFactorError.quadratic_order_sharp
```

```
'FormFactorError.formFactor_eq_sin' depends on axioms: [propext, Classical.choice, Quot.sound]
'FormFactorError.formFactor_isBigO_sq_iff' depends on axioms: [propext, Classical.choice, Quot.sound]
'FormFactorError.quadratic_order_sharp' depends on axioms: [propext, Classical.choice, Quot.sound]
```

## From the sinc remainder to the limits

`nonneg_of_deriv` replaces integration of an inequality: a function that is zero at the origin and has a nonnegative derivative for \(x\ge0\) is monotone there, hence nonnegative. In `sinc_remainder` it is applied three times, and `s1`, `c2` and `s2` are the three inequalities of the derivation in order. The step `key` divides by a positive argument, and evenness handles negative ones.

`integrable_weight` supplies the integrability needed to split and compare integrals. In `formFactor_moment_bound`, the equations `e1`, `e2` and `e3` combine into `e`, the single integral of the remainder. The absolute value then moves inside the integral, and `integral_mono_on` reduces the claim to the pointwise bound from `sinc_remainder`.

`formFactor_sub_charge_le` is the triangle-inequality estimate. `formFactor_tendsto_charge` squeezes \(|\delta F(G)-m_2|\) between zero and that estimate. In `formFactor_isBigO_sq_iff`, one direction uses uniqueness of limits and the other uses the explicit constant for \(|G|<1\). `formFactor_div_sq_tendsto` divides the main bound by \(G^2\) and squeezes again.

For the example, `quadratic_order_sharp` evaluates the two moments with the antiderivatives \(r^3-r^4\) and \(\tfrac35r^5-\tfrac23r^6\), then applies the preceding limit.
